# Convergence of the Rode iteration on a finite energy grid when out-scattering exceeds absolute in-scattering

On a finite energy grid, the linearised Boltzmann equation `v i * g i = b i + ∑ j, K i j * g j` balances out-scattering against a driving term and in-scattering. The theorem `rode_converges` assumes that the rates `v i` are positive and that the absolute in-scattering `∑ j, |K i j|` is at most `θ * v i` at every grid point, with `0 ≤ θ < 1`. It states that the equation then has exactly one solution, and that from any starting point the sup-norm error after `k` Rode steps `g ↦ (b + K g) / v` is at most `θ ^ k` times the initial error. The proof takes the solution from Banach's fixed-point theorem, and gets the error bound and uniqueness from the earlier lemma `rode_error`.

As first written in Lean, the proof fails:

```lean
import Mathlib

open Filter Topology

namespace RodeConverges

noncomputable section

variable {ι : Type*} [Fintype ι]

/-- The linearised Boltzmann equation on an energy grid: out-scattering `v i * g i` balances
the driving term `b i` plus in-scattering from all grid points. -/
def SolvesBoltzmann (v : ι → ℝ) (K : ι → ι → ℝ) (b g : ι → ℝ) : Prop :=
  ∀ i, v i * g i = b i + ∑ j, K i j * g j

/-- One Rode step, `g ↦ (b + K g) / v`, for nonzero out-scattering rates `v`. -/
def rodeStep (v : ι → ℝ) (K : ι → ι → ℝ) (b g : ι → ℝ) : ι → ℝ :=
  fun i => (b i + ∑ j, K i j * g j) / v i

/-- For positive out-scattering rates, the fixed points of the Rode step are exactly the
solutions of the linearised Boltzmann equation. -/
theorem rodeStep_eq_self_iff {v : ι → ℝ} {K : ι → ι → ℝ} {b g : ι → ℝ}
    (hv : ∀ i, 0 < v i) : rodeStep v K b g = g ↔ SolvesBoltzmann v K b g := by
  constructor
  · intro h i
    have hi := congrFun h i
    simp only [rodeStep] at hi
    rw [div_eq_iff (hv i).ne'] at hi
    linear_combination -hi
  · intro h
    funext i
    simp only [rodeStep]
    rw [div_eq_iff (hv i).ne']
    linear_combination -(h i)

/-- If the rates `v` are positive and the absolute in-scattering into each grid point is at most
`θ v i`, with `θ ≥ 0`, a Rode step multiplies sup-norm distances by at most `θ`. -/
theorem rodeStep_contracts {v : ι → ℝ} {K : ι → ι → ℝ} {θ : ℝ} (hv : ∀ i, 0 < v i)
    (hK : ∀ i, ∑ j, |K i j| ≤ θ * v i) (h0 : 0 ≤ θ) (b g h : ι → ℝ) :
    ‖rodeStep v K b g - rodeStep v K b h‖ ≤ θ * ‖g - h‖ := by
  refine (pi_norm_le_iff_of_nonneg (mul_nonneg h0 (norm_nonneg _))).2 fun i => ?_
  -- the driving term cancels in the difference
  have hdiff : (rodeStep v K b g - rodeStep v K b h) i
      = (∑ j, K i j * (g j - h j)) / v i := by
    simp only [Pi.sub_apply, rodeStep, mul_sub, Finset.sum_sub_distrib]
    ring
  rw [hdiff, Real.norm_eq_abs, abs_div, abs_of_pos (hv i), div_le_iff₀ (hv i)]
  calc |∑ j, K i j * (g j - h j)|
      ≤ ∑ j, |K i j * (g j - h j)| := Finset.abs_sum_le_sum_abs _ _
    _ ≤ ∑ j, |K i j| * ‖g - h‖ := Finset.sum_le_sum fun j _ => by
        rw [abs_mul]
        exact mul_le_mul_of_nonneg_left (norm_le_pi_norm (g - h) j) (abs_nonneg _)
    _ = (∑ j, |K i j|) * ‖g - h‖ := by rw [Finset.sum_mul]
    _ ≤ θ * v i * ‖g - h‖ := mul_le_mul_of_nonneg_right (hK i) (norm_nonneg _)
    _ = θ * ‖g - h‖ * v i := by ring

/-- If the rates `v` are positive and the absolute in-scattering into each grid point is at most
`θ v i`, with `θ ≥ 0`, the sup-norm distance to a solution `g` of the Boltzmann equation after `k`
Rode steps is at most `θ ^ k` times its initial value. -/
theorem rode_error {v : ι → ℝ} {K : ι → ι → ℝ} {b g : ι → ℝ} {θ : ℝ} (hv : ∀ i, 0 < v i)
    (hK : ∀ i, ∑ j, |K i j| ≤ θ * v i) (h0 : 0 ≤ θ) (hg : SolvesBoltzmann v K b g)
    (g₀ : ι → ℝ) (k : ℕ) :
    ‖(rodeStep v K b)^[k] g₀ - g‖ ≤ θ ^ k * ‖g₀ - g‖ := by
  induction k with
  | zero => simp
  | succ k ih =>
    rw [Function.iterate_succ_apply']
    have hstep := rodeStep_contracts hv hK h0 b ((rodeStep v K b)^[k] g₀) g
    rw [(rodeStep_eq_self_iff hv).2 hg] at hstep
    calc _ ≤ θ * ‖(rodeStep v K b)^[k] g₀ - g‖ := hstep
      _ ≤ θ * (θ ^ k * ‖g₀ - g‖) := mul_le_mul_of_nonneg_left ih h0
      _ = θ ^ (k + 1) * ‖g₀ - g‖ := by ring

/-- Convergence of the Rode iteration: if the rates `v` are positive and the absolute
in-scattering into each grid point is at most `θ v i` with `0 ≤ θ < 1`, the Boltzmann equation
has exactly one solution, and from any start the error after `k` steps is at most `θ ^ k` times
the initial one. -/
theorem rode_converges {v : ι → ℝ} {K : ι → ι → ℝ} {θ : ℝ} (hv : ∀ i, 0 < v i)
    (hK : ∀ i, ∑ j, |K i j| ≤ θ * v i) (h0 : 0 ≤ θ) (h1 : θ < 1) (b : ι → ℝ) :
    ∃ g, SolvesBoltzmann v K b g ∧ (∀ h, SolvesBoltzmann v K b h → h = g) ∧
      ∀ (g₀ : ι → ℝ) (k : ℕ), ‖(rodeStep v K b)^[k] g₀ - g‖ ≤ θ ^ k * ‖g₀ - g‖ := by
  -- Banach's fixed-point theorem supplies the solution
  have hc : ContractingWith (⟨θ, h0⟩ : NNReal) (rodeStep v K b) := by
    refine ⟨NNReal.coe_lt_coe.1 (by simpa using h1), LipschitzWith.of_dist_le_mul fun g h => ?_⟩
    rw [dist_eq_norm, dist_eq_norm]
    exact rodeStep_contracts hv hK h0 b g h
  have hg := (rodeStep_eq_self_iff hv).1 hc.fixedPoint_isFixedPt
  refine ⟨_, hg, fun h hh => ?_, rode_error hv hK h0 hg⟩
  -- two solutions are closer than themselves unless they coincide
  have hd := rode_error hv hK h0 hg h 1
  rw [Function.iterate_one, (rodeStep_eq_self_iff hv).2 hh, pow_one] at hd
  refine sub_eq_zero.1 (norm_eq_zero.1 (le_antisymm ?_ (norm_nonneg _)))
  by_contra hpos
  nlinarith [mul_pos (sub_pos.2 h1) (not_le.1 hpos)]

end

end RodeConverges
```

Compiling this gives:

```
Main.lean:84:36: error: Type mismatch: After simplification, term
  h1
 has type
  @LT.lt ℝ Real.instLT θ 1
but is expected to have type
  @LT.lt ℝ Real.instLT (↑⟨θ, h0⟩) 1
```

`ContractingWith` takes its constant as an `NNReal`, so `θ` is packaged with its proof of nonnegativity as `⟨θ, h0⟩`. After `NNReal.coe_lt_coe.1`, what remains to be proved is an inequality between real numbers, with both sides coerced from `NNReal`. The message shows that `simpa` brought the right side to the real number `1` but left the left side as `↑⟨θ, h0⟩`. It then did not accept `h1 : θ < 1` as a proof, although `↑⟨θ, h0⟩` is `θ` by definition.

The repair does the two parts separately. `rw [NNReal.coe_one]` turns the coerced `1` into the real `1`, and `exact h1` closes the goal, since `exact` may unfold definitions to see that `↑⟨θ, h0⟩` and `θ` agree. The line break and the reworded comment are mere tidying.

The change, after which it compiles:

```diff
@@ -82,10 +82,11 @@
   -- Banach's fixed-point theorem supplies the solution
   have hc : ContractingWith (⟨θ, h0⟩ : NNReal) (rodeStep v K b) := by
-    refine ⟨NNReal.coe_lt_coe.1 (by simpa using h1), LipschitzWith.of_dist_le_mul fun g h => ?_⟩
+    refine ⟨NNReal.coe_lt_coe.1 (by rw [NNReal.coe_one]; exact h1),
+      LipschitzWith.of_dist_le_mul fun g h => ?_⟩
     rw [dist_eq_norm, dist_eq_norm]
     exact rodeStep_contracts hv hK h0 b g h
   have hg := (rodeStep_eq_self_iff hv).1 hc.fixedPoint_isFixedPt
   refine ⟨_, hg, fun h hh => ?_, rode_error hv hK h0 hg⟩
-  -- two solutions are closer than themselves unless they coincide
+  -- a positive distance between two solutions would be smaller than itself
   have hd := rode_error hv hK h0 hg h 1
   rw [Function.iterate_one, (rodeStep_eq_self_iff hv).2 hh, pow_one] at hd
```
